# A polynomial matching the signs of a real function on finitely many energies, of degree at most the number of sign changes along a chain

Take a finite set `s` of real energies and a real function `d` that is nonzero at one or more of them. The theorem states that there are energies `c 0 < … < c m` in `s`, with `d` of opposite sign at each two neighbours, and a real polynomial `P` of degree at most `m` that has the sign of `d` at every energy of `s` where `d` is nonzero. Moreover, `P` keeps the sign of `d (c m)` at every real number from `c m` upwards. The proof is by induction on `s`, adding each time an energy `a` above all the earlier ones. If `a` brings a new sign change, `P` is multiplied by a linear factor with its root just below `a`; if not, the old chain and polynomial are kept, and where `d` vanished at all earlier energies a constant polynomial starts the chain.

In Lean, a first try:

```lean
import Mathlib

open Finset

namespace ExistsMatchingPolynomial

noncomputable section

/-- If `d` is not identically zero on `s`, there are a chain of energies with `m` sign changes
of `d` and a polynomial of degree at most `m` that has the sign of `d` wherever `d` is nonzero
on `s`, and keeps the sign of `d` at the last energy of the chain from there upwards. -/
theorem exists_matching_polynomial (s : Finset ℝ) (d : ℝ → ℝ) (hd : ∃ e ∈ s, d e ≠ 0) :
    ∃ (m : ℕ) (c : ℕ → ℝ) (P : Polynomial ℝ), (∀ i ≤ m, c i ∈ s) ∧
      (∀ i < m, c i < c (i + 1) ∧ d (c i) * d (c (i + 1)) < 0) ∧ P.natDegree ≤ m ∧
      (∀ e ∈ s, d e ≠ 0 → 0 < d e * P.eval e) ∧
      ∀ x, c m ≤ x → 0 < d (c m) * P.eval x := by
  induction s using Finset.induction_on_max with
  | h0 => simp at hd
  | step a s ha ih =>
    by_cases hs : ∃ e ∈ s, d e ≠ 0
    · obtain ⟨m, c, P, hc, halt, hdeg, hpos, hlast⟩ := ih hs
      have hca : c m < a := ha _ (hc m le_rfl)
      by_cases hneg : d (c m) * d a < 0
      · -- a new sign change: put a root `r` into the gap below `a`
        have hne : s.Nonempty := ⟨c m, hc m le_rfl⟩
        obtain ⟨r, hr, hra⟩ := exists_between (ha _ (s.max'_mem hne))
        have hsr : ∀ e ∈ s, e < r := fun e he => (s.le_max' e he).trans_lt hr
        have hA : ∀ x, a ≤ x → 0 < d a * (P.eval x * (r - x)) := by
          intro x hx
          have h1 := mul_neg_of_neg_of_pos hneg (hlast x (hca.le.trans hx))
          have h2 : d a * P.eval x < 0 := by
            by_contra h
            nlinarith [mul_nonneg (sq_nonneg (d (c m))) (not_lt.mp h)]
          rw [← mul_assoc]
          exact mul_pos_of_neg_of_neg h2 (by linarith)
        have hm : ¬ (m + 1 ≤ m) := by omega
        refine ⟨m + 1, fun i => if i ≤ m then c i else a,
          P * (Polynomial.C r - Polynomial.X), ?_, ?_, ?_, ?_, ?_⟩
        · intro i _
          by_cases hi : i ≤ m
          · simp [hi, hc i hi]
          · simp [hi]
        · intro i hi
          rcases Nat.lt_or_ge i m with h | h
          · have h1 : i ≤ m := h.le
            have h2 : i + 1 ≤ m := h
            simp only [h1, h2, if_true]
            exact halt i h
          · have him : i = m := by omega
            rw [him]
            simp only [le_refl, hm, if_true, if_false]
            exact ⟨hca, hneg⟩
        · refine Polynomial.natDegree_mul_le.trans (add_le_add hdeg ?_)
          compute_degree
        · intro e he hde
          simp only [Polynomial.eval_mul, Polynomial.eval_sub, Polynomial.eval_C,
            Polynomial.eval_X]
          rcases Finset.mem_insert.mp he with h | h
          · rw [h]
            exact hA a le_rfl
          · rw [← mul_assoc]
            exact mul_pos (hpos e h hde) (sub_pos.2 (hsr e h))
        · intro x hx
          simp only [hm, if_false, Polynomial.eval_mul, Polynomial.eval_sub,
            Polynomial.eval_C, Polynomial.eval_X] at hx ⊢
          exact hA x hx
      · -- no new sign change: the old chain and polynomial still serve
        refine ⟨m, c, P, fun i hi => Finset.mem_insert_of_mem (hc i hi), halt, hdeg, ?_, hlast⟩
        intro e he hde
        rcases Finset.mem_insert.mp he with h | h
        · rw [h] at hde ⊢
          have hPa := hlast a hca.le
          have h1 : 0 < d (c m) * d a := lt_of_le_of_ne (not_lt.mp hneg)
            (Ne.symm (mul_ne_zero (left_ne_zero_of_mul hPa.ne') hde))
          by_contra hh
          nlinarith [mul_pos h1 hPa,
            mul_nonneg (sq_nonneg (d (c m))) (neg_nonneg.mpr (not_lt.mp hh))]
        · exact hpos e h hde
    · -- `a` is the first energy with a nonzero value
      have hs' : ∀ e ∈ s, d e = 0 := fun e he => by_contra fun h => hs ⟨e, he, h⟩
      have hda : d a ≠ 0 := by
        obtain ⟨e, he, hde⟩ := hd
        rcases Finset.mem_insert.mp he with h | h
        · rwa [h] at hde
        · exact absurd (hs' e h) hde
      refine ⟨0, fun _ => a, Polynomial.C (d a), by simp, by simp, by simp, ?_, ?_⟩
      · intro e he hde
        rcases Finset.mem_insert.mp he with h | h
        · rw [h, Polynomial.eval_C]
          exact mul_self_pos.2 hda
        · exact absurd (hs' e h) hde
      · intro x _
        simp only [Polynomial.eval_C]
        exact mul_self_pos.2 hda

end

end ExistsMatchingPolynomial
```

The compiler's answer:

```
Main.lean:18:2: error: Invalid alternative name `h0`: Expected `empty` or `insert`
Main.lean:19:2: error: Invalid alternative name `step`: Expected `empty` or `insert`
Main.lean:17:2: error: Alternative `empty` has not been provided
Main.lean:17:2: error: Alternative `insert` has not been provided
```

In `induction … using … with`, each alternative must bear the name that the induction principle gives to the corresponding case. Here `Finset.induction_on_max` calls its cases `empty` and `insert`, whereas the proof calls them `h0` and `step`.

The first two messages reject those names and list the expected ones. The other two are the same fault seen from the other side: as no alternative is called `empty` or `insert`, Lean reports both cases as not provided.

The diff renames `h0` to `empty` and `step` to `insert`, which cures all four errors. The variables `a s ha ih` and the proofs of both cases stay as they were, and the file then compiles, so the fault lay only in the case names and not in the mathematical argument.

This version goes through:

```diff
@@ -16,6 +16,6 @@
       ∀ x, c m ≤ x → 0 < d (c m) * P.eval x := by
   induction s using Finset.induction_on_max with
-  | h0 => simp at hd
-  | step a s ha ih =>
+  | empty => simp at hd
+  | insert a s ha ih =>
     by_cases hs : ∃ e ∈ s, d e ≠ 0
     · obtain ⟨m, c, P, hc, halt, hdeg, hpos, hlast⟩ := ih hs
```
